# A differentiable energy is invariant under a common orthogonal map exactly when its forces are equivariant

The positions of $N$ particles in $\mathbb{R}^d$ are treated here as one vector $x=(x_0,\dots,x_{N-1})$ in a single Euclidean space, with inner product $\langle x,y\rangle=\sum_i\langle x_i,y_i\rangle$. With this choice the gradient of an energy $E$ is again a list of $N$ vectors, and its $i$-th entry is the derivative of $E$ with respect to the position of particle $i$. In Lean the space is `Config N d`, built with `PiLp 2`; a plain function type would carry the maximum norm, which for $N\ge2$ and $d\ge1$ comes from no inner product, and Mathlib gives that type no inner-product structure from which to form `gradient`.

```lean
import Mathlib

open Finset

namespace EquivariantForceField

noncomputable section

/-- Configurations of `N` particles in `d`-dimensional Euclidean space. -/
abbrev Config (N d : ℕ) := PiLp 2 (fun _ : Fin N => EuclideanSpace ℝ (Fin d))
```

Let $Q$ be an orthogonal map of $\mathbb{R}^d$, let $Qx$ be the configuration with entries $Qx_i$, and let $F_i=-(\nabla E)_i$ be the force on particle $i$. The result is that, for differentiable $E$,

$$E(Qx)=E(x)\ \text{for all }x\iff F_i(Qx)=Q\,F_i(x)\ \text{for all }x\text{ and }i.$$

For a machine-learned potential that is differentiable at every configuration of finitely many atoms and takes its forces from that energy, force equivariance is therefore as strong a requirement as energy invariance.

## The map is orthogonal and the same for every particle

Physically, $Q$ turns or reflects the whole arrangement rigidly about the origin. Its type `≃ₗᵢ[ℝ]` means a linear, invertible, length-preserving map, so reflections are included. `rotate Q` applies it to every position, `shift t` is the configuration with all entries equal to $t$, and `move Q t` sends each $x_i$ to $Qx_i+t$.

```lean
variable {N d : ℕ}

/-- One orthogonal map `Q` acting on the positions of all particles. -/
def rotate (Q : EuclideanSpace ℝ (Fin d) ≃ₗᵢ[ℝ] EuclideanSpace ℝ (Fin d)) :
    Config N d ≃ₗᵢ[ℝ] Config N d :=
  LinearIsometryEquiv.piLpCongrRight 2 (fun _ => Q)

/-- The common displacement of all particles by the vector `t`. -/
def shift (t : EuclideanSpace ℝ (Fin d)) : Config N d := WithLp.toLp 2 (fun _ => t)

/-- The rigid motion that sends every position `r` to `Q r + t`. -/
def move (Q : EuclideanSpace ℝ (Fin d) ≃ₗᵢ[ℝ] EuclideanSpace ℝ (Fin d))
    (t : EuclideanSpace ℝ (Fin d)) (x : Config N d) : Config N d :=
  rotate Q x + shift t
```

By hand, orthogonality is used once, to move $Q$ across an inner product: $\langle u,Qv\rangle=\langle Q^{-1}u,v\rangle$. Without it the equivalence fails. For one particle in the plane with coordinates $(p,q)$, the energy $E=pq$ is invariant under the stretch $A(p,q)=(2p,q/2)$. The force is $(-q,-p)$, which becomes $(-q/2,-2p)$ at the stretched point, whereas $A$ turns the original force into $(-2q,-p/2)$.

Using the same $Q$ for all particles reflects the physics of interacting systems: an energy that depends on distances between particles generally changes when only one of them is turned about the origin.

## The forces come from an energy

In the code this is a definition: `force E` is minus the gradient of `E`. The energy `uniformField a`, equal to $\sum_i\langle a,x_i\rangle$, serves below as a counterexample for translations.

```lean
/-- The conservative force field of the energy `E`: minus its gradient. -/
def force (E : Config N d → ℝ) (x : Config N d) : Config N d := -gradient E x

/-- The energy of `N` particles in a uniform field with energy gradient `a`. -/
def uniformField (a : EuclideanSpace ℝ (Fin d)) (x : Config N d) : ℝ :=
  ∑ i, inner ℝ a (x i)
```

Equivariance of a force field does not by itself supply an energy. The planar swirl $F(p,q)=(-q,p)$ is equivariant under every rotation about the origin, but it does work around a circle and is the gradient of nothing. A model that predicts forces directly is therefore not covered.

## The energy is differentiable at every configuration

Physically, the energy surface has no kinks, jumps or singularities, even where particles coincide. Bare Coulomb and Lennard-Jones energies violate this at contact.

The derivation by hand uses the hypothesis twice. Write $U$ for the action of $Q$ on configurations, $b$ for a common displacement, and $g(x)=E(Ux+b)$. For any direction $v$ the chain rule gives

$$Dg(x)\,v=\langle\nabla E(Ux+b),Uv\rangle=\langle U^{-1}\nabla E(Ux+b),v\rangle,$$

so $\nabla g(x)=U^{-1}\nabla E(Ux+b)$. Hence $\nabla E(Ux+b)=U\nabla E(x)$ for all $x$ exactly when $\nabla g=\nabla E$ everywhere. That means $g-E$ has zero derivative on the whole space, which is the same as $g=E+c$ with a constant $c$.

The next lemma is the chain rule, with `U.inner_map_map` carrying out the step across the inner product. It is stated for any complete real inner product space.

```lean
section Hilbert

variable {F : Type*} [NormedAddCommGroup F] [InnerProductSpace ℝ F] [CompleteSpace F]

/-- Chain rule: the gradient of the energy of the moved point is the gradient at the
moved point, rotated back. -/
theorem hasGradientAt_comp_motion {E : F → ℝ} (hE : Differentiable ℝ E)
    (U : F ≃ₗᵢ[ℝ] F) (b x : F) :
    HasGradientAt (fun y => E (U y + b)) (U.symm (gradient E (U x + b))) x := by
  have h1 : HasFDerivAt (fun y => U y + b) (U.toContinuousLinearEquiv : F →L[ℝ] F) x :=
    U.toContinuousLinearEquiv.hasFDerivAt.add_const b
  have h2 := (hE (U x + b)).hasGradientAt.hasFDerivAt
  rw [hasGradientAt_iff_hasFDerivAt]
  refine (h2.comp x h1).congr_fderiv (ContinuousLinearMap.ext fun v => ?_)
  -- an orthogonal map is moved across the inner product as its inverse
  change inner ℝ (gradient E (U x + b)) (U v) = inner ℝ (U.symm (gradient E (U x + b))) v
  rw [← U.inner_map_map (U.symm (gradient E (U x + b))) v,
    LinearIsometryEquiv.apply_symm_apply]
```

The equivalence follows. In the forward direction `is_const_of_fderiv_eq_zero` turns a vanishing derivative into a constant energy difference. In the backward direction $g$ and $E+c$ are the same function, so uniqueness of the derivative equates their gradients.

```lean
/-- The gradient is equivariant under a rigid motion exactly when the motion changes the
energy by a constant. -/
theorem gradient_equivariant_iff {E : F → ℝ} (hE : Differentiable ℝ E)
    (U : F ≃ₗᵢ[ℝ] F) (b : F) :
    (∀ x, gradient E (U x + b) = U (gradient E x)) ↔
      ∃ c : ℝ, ∀ x, E (U x + b) = E x + c := by
  constructor
  · intro h
    -- the energy difference has zero derivative everywhere
    have hD : ∀ x, HasFDerivAt (fun y => E (U y + b) - E y) (0 : F →L[ℝ] ℝ) x := by
      intro x
      have h1 := hasGradientAt_comp_motion hE U b x
      rw [h x, LinearIsometryEquiv.symm_apply_apply] at h1
      exact (h1.hasFDerivAt.fun_sub (hE x).hasGradientAt.hasFDerivAt).congr_fderiv
        (sub_self _)
    have hd : Differentiable ℝ (fun y => E (U y + b) - E y) :=
      fun y => (hD y).differentiableAt
    refine ⟨E (U 0 + b) - E 0, fun x => ?_⟩
    have hx : E (U x + b) - E x = E (U 0 + b) - E 0 :=
      is_const_of_fderiv_eq_zero hd (fun y => (hD y).fderiv) x 0
    linarith
  · rintro ⟨c, hc⟩ x
    have h1 := (hasGradientAt_comp_motion hE U b x).hasFDerivAt
    have he : (fun y => E (U y + b)) = fun y => E y + c := funext hc
    rw [he] at h1
    -- the two expressions for the gradient must agree
    have h2 := (InnerProductSpace.toDual ℝ F).injective
      (h1.unique ((hE x).hasGradientAt.hasFDerivAt.add_const c))
    rw [← h2, LinearIsometryEquiv.apply_symm_apply]
```

A third lemma differentiates the energy along a straight line, $\frac{d}{ds}E(x+sv)=\langle\nabla E(x+sv),v\rangle$. It is needed for translations.

```lean
/-- Along the line `x + r • v`, the derivative of the energy with respect to `r` is the inner
product of its gradient at the current point with `v`. -/
theorem hasDerivAt_line {E : F → ℝ} (hE : Differentiable ℝ E) (x v : F) (s : ℝ) :
    HasDerivAt (fun r : ℝ => E (x + r • v)) (inner ℝ (gradient E (x + s • v)) v) s := by
  have h1 : HasDerivAt (fun r : ℝ => x + r • v) v s :=
    (((hasDerivAt_id s).smul_const v).const_add x).congr_deriv (one_smul _ _)
  exact (hE (x + s • v)).hasGradientAt.hasFDerivAt.comp_hasDerivAt s h1

end Hilbert
```

Without differentiability everywhere, the constant can differ from region to region. Take two particles on a line, with $E=0$ when $x_0<x_1$ and $E=1$ when $x_0>x_1$. The forces vanish away from contact and are trivially equivariant there, yet the reflection $x_i\mapsto-x_i$ exchanges the two regions and changes the energy.

## The motion fixes a configuration

The statement for a general rigid motion reads: the forces satisfy $F_i(Qx+t)=QF_i(x)$, with $t$ added to every position, exactly when the motion changes the energy by one constant $c$, the same in every configuration. Its proof compares the gradients entry by entry and cancels the minus sign in the force.

```lean
/-- Forces are equivariant under a rigid motion exactly when the motion changes the energy
by the same constant in every configuration. -/
theorem force_equivariant_iff_energy_offset {E : Config N d → ℝ} (hE : Differentiable ℝ E)
    (Q : EuclideanSpace ℝ (Fin d) ≃ₗᵢ[ℝ] EuclideanSpace ℝ (Fin d))
    (t : EuclideanSpace ℝ (Fin d)) :
    (∀ x i, force E (move Q t x) i = Q (force E x i)) ↔
      ∃ c : ℝ, ∀ x, E (move Q t x) = E x + c := by
  have hr : ∀ (y : Config N d) i, (rotate Q y : Config N d) i = Q (y i) := fun _ _ => rfl
  refine Iff.trans ?_ (gradient_equivariant_iff hE (rotate Q) (shift t))
  constructor
  · intro h x
    refine PiLp.ext fun i => ?_
    have hi := h x i
    change -(gradient E (rotate Q x + shift t) i) = Q (-(gradient E x i)) at hi
    rw [map_neg] at hi
    rw [hr]
    exact neg_injective hi
  · intro h x i
    change -(gradient E (rotate Q x + shift t) i) = Q (-(gradient E x i))
    rw [h x, map_neg, hr]
```

For $t=0$ the configuration with all particles at the origin is left in place. Evaluating $E(Qx)=E(x)+c$ there gives $E(0)=E(0)+c$, so $c=0$. Conversely, an invariant energy is the case $c=0$ of the general statement. In the proof below, `hc 0` is this evaluation and `map_zero` says that the origin stays fixed.

```lean
/-- Main theorem: the energy is invariant under a common orthogonal map of all positions
exactly when the force on every particle is rotated by that map. -/
theorem energy_invariant_iff_force_equivariant {E : Config N d → ℝ}
    (hE : Differentiable ℝ E)
    (Q : EuclideanSpace ℝ (Fin d) ≃ₗᵢ[ℝ] EuclideanSpace ℝ (Fin d)) :
    (∀ x, E (rotate Q x) = E x) ↔
      ∀ x i, force E (rotate Q x) i = Q (force E x i) := by
  have hm : ∀ x : Config N d, move Q 0 x = rotate Q x := by
    intro x
    change rotate Q x + (0 : Config N d) = rotate Q x
    exact add_zero _
  have key := force_equivariant_iff_energy_offset hE Q 0
  simp only [hm] at key
  rw [key]
  constructor
  · intro h
    exact ⟨0, fun x => by rw [h x, add_zero]⟩
  · rintro ⟨c, hc⟩ x
    -- the origin is fixed by the rotation, so the constant is zero
    have h0 := hc 0
    rw [map_zero] at h0
    have hx := hc x
    linarith
```

The theorem treats one $Q$ at a time. Invariance under a point group or under all rotations is obtained by applying it to each operation. The energy here is a function of the positions alone, so a rotation that also turns the lattice vectors of a periodic cell is not covered.

As a numerical instance, take two particles in the plane joined by a spring, $E=\tfrac12|x_0-x_1|^2$, with $x_0=(1,0)$, $x_1=(0,2)$ and the quarter turn $Q(p,q)=(-q,p)$.

- Before the turn, $E=\tfrac12(1+4)=\tfrac52$ and $F_0=x_1-x_0=(-1,2)$.
- After it, the positions are $(0,1)$ and $(-2,0)$, so $E=\tfrac12(4+1)=\tfrac52$ and $F_0=(-2,-1)$, which is $Q(-1,2)$.
- The force on particle 1 is the opposite vector in both cases.

In the uniform field $a=(3,0)$ both properties fail for the same turn. The energy goes from $3$ to $-6$, and the force on each particle stays at $(-3,0)$ instead of turning to $(0,-3)$.

A translation by $t\neq0$ fixes no configuration when $N\ge1$, and then $c$ can survive. In a uniform field every force is $-a$ wherever the particles are, so the forces are unchanged by the shift, while the energy changes by $\sum_i\langle a,t\rangle=N\langle a,t\rangle$. With $a=(3,0)$, $t=(2,0)$ and two particles this is $12$. The proof recognises the energy as the linear function $x\mapsto\langle(a,\dots,a),x\rangle$, whose gradient is $(a,\dots,a)$.

```lean
/-- In a uniform field the force on every particle is `-a` in all configurations, while a
common displacement by `t` changes the energy by `N` times the inner product of `a` and `t`. -/
theorem uniformField_force_and_energy (a t : EuclideanSpace ℝ (Fin d)) :
    (∀ (x : Config N d) i, force (uniformField a) x i = -a) ∧
      ∀ x : Config N d,
        uniformField a (x + shift t) = uniformField a x + N * inner ℝ a t := by
  constructor
  · intro x i
    have hg : HasGradientAt (uniformField a) (shift a : Config N d) x := by
      rw [hasGradientAt_iff_hasFDerivAt]
      have e : uniformField a =
          fun y => InnerProductSpace.toDual ℝ (Config N d) (shift a) y := by
        funext y
        change _ = inner ℝ (shift a : Config N d) y
        rw [PiLp.inner_apply]
        rfl
      rw [e]
      exact ContinuousLinearMap.hasFDerivAt _
    change -(gradient (uniformField a) x i) = -a
    rw [hg.gradient]
    rfl
  · intro x
    have hs : ∀ i, (x + shift t : Config N d) i = x i + t := fun _ => rfl
    simp only [uniformField, hs, inner_add_right, Finset.sum_add_distrib,
      Finset.sum_const, Finset.card_univ, Fintype.card_fin, nsmul_eq_mul]
```

For translations the right condition is a vanishing net force. Displacing all particles by $st$ gives

$$\frac{d}{ds}E(x+s(t,\dots,t))=\sum_i\langle(\nabla E)_i,t\rangle=-\Big\langle\sum_iF_i,t\Big\rangle,$$

with the gradient and the forces taken at the displaced configuration. If the energy is invariant under all common translations, the left side is zero. Choosing $t$ equal to the net force $f$ at $x$ and setting $s=0$ gives $|f|^2=0$. If instead the net force vanishes in every configuration, the energy is constant along the line, and its values at $s=0$ and $s=1$ agree. In the code `hnet` is the second equality of the display, `generalize` names the net force `f`, and `is_const_of_deriv_eq_zero` compares the two ends of the line.

```lean
/-- The energy is invariant under all common translations exactly when the net force
vanishes in every configuration. -/
theorem translation_invariant_iff_net_force_zero {E : Config N d → ℝ}
    (hE : Differentiable ℝ E) :
    (∀ t x, E (x + shift t) = E x) ↔ ∀ x, ∑ i, force E x i = 0 := by
  -- a common displacement probes only the net force
  have hnet : ∀ (y : Config N d) (t : EuclideanSpace ℝ (Fin d)),
      inner ℝ (gradient E y) (shift t : Config N d) = -inner ℝ (∑ i, force E y i) t := by
    intro y t
    have hf : ∀ i, force E y i = -(gradient E y i) := fun _ => rfl
    have hs : ∀ i, (shift t : Config N d) i = t := fun _ => rfl
    rw [PiLp.inner_apply, sum_inner]
    simp only [hf, hs, inner_neg_left, Finset.sum_neg_distrib, neg_neg]
  constructor
  · intro h x
    -- displace all particles along the net force itself
    generalize hF : ∑ i, force E x i = f
    have hl := hasDerivAt_line hE x (shift f : Config N d) 0
    have hc : (fun r : ℝ => E (x + r • (shift f : Config N d))) = fun _ => E x := by
      funext r
      have e : r • (shift f : Config N d) = shift (r • f) := rfl
      rw [e]
      exact h _ _
    rw [hc, zero_smul, add_zero, hnet, hF] at hl
    have h0 := hl.unique (hasDerivAt_const (0 : ℝ) (E x))
    exact inner_self_eq_zero.mp (neg_eq_zero.mp h0)
  · intro h t x
    have hd : ∀ s : ℝ, HasDerivAt (fun r : ℝ => E (x + r • (shift t : Config N d))) 0 s := by
      intro s
      have hl := hasDerivAt_line hE x (shift t : Config N d) s
      rwa [hnet, h, inner_zero_left, neg_zero] at hl
    have h1 : E (x + (1 : ℝ) • (shift t : Config N d)) =
        E (x + (0 : ℝ) • (shift t : Config N d)) :=
      is_const_of_deriv_eq_zero (f := fun r : ℝ => E (x + r • (shift t : Config N d)))
        (fun s => (hd s).differentiableAt) (fun s => (hd s).deriv) 1 0
    rwa [one_smul, zero_smul, add_zero] at h1

end

end EquivariantForceField
```

```lean
#print axioms EquivariantForceField.energy_invariant_iff_force_equivariant
#print axioms EquivariantForceField.uniformField_force_and_energy
#print axioms EquivariantForceField.translation_invariant_iff_net_force_zero
```

```
'EquivariantForceField.energy_invariant_iff_force_equivariant' depends on axioms: [propext, Classical.choice, Quot.sound]
'EquivariantForceField.uniformField_force_and_energy' depends on axioms: [propext, Classical.choice, Quot.sound]
'EquivariantForceField.translation_invariant_iff_net_force_zero' depends on axioms: [propext, Classical.choice, Quot.sound]
```
